# Exact Linear-Response Coefficient from N Field Strengths for an N-Term Energy Series

Let a potential of amplitude $A$ shift the energy of a system by

$$E(s)=c_1s+c_2s^2+\dots+c_Ns^N,\qquad s=A^2,\quad N\ge 1.$$

If this shift is known at $N$ distinct nonzero values $s_0,\dots,s_{N-1}$, the linear-response coefficient is exactly

$$c_1=\sum_{i=0}^{N-1}\frac{E(s_i)}{s_i}\,w_i,\qquad w_i=\prod_{j\ne i}\frac{s_j}{s_j-s_i}.$$

Two error formulas accompany the identity. If the series has one further term $c_{N+1}s^{N+1}$, the same sum returns $c_1+(-1)^{N+1}c_{N+1}\prod_i s_i$. If the series does stop at $N$ terms but each energy shift is wrong by at most $\varepsilon$, the result is wrong by at most $\varepsilon\sum_i|w_i/s_i|$.

## Extracting a density response from perturbed energies

For the ground state of a uniform electron gas in the potential $2A\cos(\mathbf q\cdot\mathbf r)$, the leading energy shift per particle is $\chi(\mathbf q)A^2/n$, where $n$ is the density and $\chi(\mathbf q)$ the static density response function. With this convention, and with $E$ taken per particle, $c_1=\chi(\mathbf q)/n$. At nonzero temperature the same relation holds for the free energy, not for the internal energy. Reversing the sign of $A$ only translates the potential by half a period, so the energy depends on $A$ through $A^2$.

A code that computes total energies at several amplitudes can therefore obtain the static response by extrapolating $E(s)/s$ to $s=0$, and the identity makes this extrapolation exact when the shift is a polynomial with as many terms as there are amplitudes. The energies must be measured from the unperturbed energy. An error in that reference enters every $E(s_i)$ equally and is one of the errors that $\varepsilon$ has to bound.

The formulas also give a check on an implementation. Synthetic energies from chosen coefficients should return $c_1$ up to rounding, and adding one more term should produce the stated offset, including its sign. The check should include an even $N$: writing $s_i-s_j$ for $s_j-s_i$ in the denominators multiplies every weight by $(-1)^{N-1}$, which is invisible for odd $N$.

## From Lagrange interpolation to the response coefficient

**The coefficient as a derivative.** Differentiating the series gives

$$E'(s)=\sum_{k=0}^{N-1}c_{k+1}(k+1)s^k.$$

At $s=0$ only the term $k=0$ survives, so $E'(0)=c_1$.

**Extrapolation to zero field.** Let $P$ be a polynomial of degree below $N$. Its Lagrange form on the sampled points is

$$P(x)=\sum_i P(s_i)\prod_{j\ne i}\frac{x-s_j}{s_i-s_j}.$$

At $x=0$ each factor becomes $-s_j/(s_i-s_j)=s_j/(s_j-s_i)$. The products are thus the weights, and

$$P(0)=\sum_i P(s_i)w_i.$$

**Moments of the weights.** Taking $P(x)=x^k$ with $k<N$ gives

$$\sum_i s_i^k w_i=0^k,$$

where $0^0=1$. The weights sum to one, and their moments of orders $1,\dots,N-1$ vanish.

**The identity.** Dividing the series by $s_i$ and exchanging the two sums gives

$$\sum_i\frac{E(s_i)}{s_i}w_i
=\sum_{k=0}^{N-1}c_{k+1}\sum_i s_i^k w_i
=\sum_{k=0}^{N-1}c_{k+1}0^k=c_1.$$

**One more term in the series.** The extra term contributes $c_{N+1}\sum_i s_i^N w_i$. To evaluate this moment, let $\Omega(x)=\prod_i(x-s_i)$. Both $x^N$ and $\Omega$ have leading coefficient one, so $x^N-\Omega(x)$ has degree below $N$. It equals $s_i^N$ at each $s_i$, because $\Omega$ vanishes there. Extrapolating it to zero gives

$$\sum_i s_i^N w_i=0^N-\Omega(0)=0^N+(-1)^{N+1}\prod_i s_i.$$

For $N\ge1$ the term $0^N$ is zero, which leaves the stated offset.

**Errors in the energies.** Replace $E(s_i)$ by $E(s_i)+\delta_i$ with $|\delta_i|\le\varepsilon$. The sum is linear in the energies, so it changes by $\sum_i\delta_iw_i/s_i$. The triangle inequality bounds this change by $\varepsilon\sum_i|w_i/s_i|$.

**One and two amplitudes.** For $N=1$ the product is empty, so $w_0=1$ and $c_1=E(s_0)/s_0$. A neglected quadratic term shifts this quotient by $c_2s_0$. For $N=2$, with squared amplitudes $a$ and $b$, the weights are $b/(b-a)$ and $a/(a-b)$, and

$$c_1=\frac{b^2E(a)-a^2E(b)}{ab(b-a)}.$$

Doubling the amplitude means $b=4a$, for which $c_1=[16E(a)-E(4a)]/(12a)$. A neglected cubic term then shifts the result by $-4a^2c_3$, and the error bound is $17\varepsilon/(12a)$.

The formulas show the compromise in choosing amplitudes. Scaling all $s_i$ by a common factor $\lambda>0$ leaves the weights unchanged, multiplies the offset from the first neglected term by $\lambda^N$, and multiplies the error bound by $1/\lambda$. Weak fields suppress the nonlinear response but amplify errors in the energies.

## The Lean file

```lean
import Mathlib

open Polynomial

namespace WeaklyInhomogeneousGas

noncomputable section

/-- The energy shift `c₁ s + c₂ s² + ... + c_N s^N` as a function of the squared
amplitude `s` of the external potential. -/
def energyShift (N : ℕ) (c : ℕ → ℝ) (s : ℝ) : ℝ :=
  ∑ k ∈ Finset.range N, c (k + 1) * s ^ (k + 1)

/-- The weight of the `i`-th sample in the extrapolation to zero field, the product of
`s_j / (s_j - s_i)` over `j ≠ i`, for pairwise distinct squared amplitudes. -/
def zeroFieldWeight {N : ℕ} (s : Fin N → ℝ) (i : Fin N) : ℝ :=
  ∏ j ∈ Finset.univ.erase i, s j / (s j - s i)

/-- The estimate of the linear-response coefficient from energy shifts `E i` computed at
the squared amplitudes `s i`, which are nonzero and pairwise distinct. -/
def linearResponseEstimate {N : ℕ} (s E : Fin N → ℝ) : ℝ :=
  ∑ i, E i / s i * zeroFieldWeight s i

/-- For a series with at least one term, `c₁` is the derivative of the energy shift with
respect to the squared amplitude at zero field. -/
theorem hasDerivAt_energyShift {N : ℕ} (hN : 0 < N) (c : ℕ → ℝ) :
    HasDerivAt (energyShift N c) (c 1) 0 := by
  have h : HasDerivAt (fun s : ℝ => ∑ k ∈ Finset.range N, c (k + 1) * s ^ (k + 1))
      (∑ k ∈ Finset.range N, c (k + 1) * (((k + 1 : ℕ) : ℝ) * 0 ^ k)) 0 :=
    HasDerivAt.fun_sum fun k _ => (hasDerivAt_pow (k + 1) (0 : ℝ)).const_mul (c (k + 1))
  -- only the linear term survives at zero field
  refine h.congr_deriv ?_
  obtain ⟨M, rfl⟩ : ∃ M, N = M + 1 := ⟨N - 1, by omega⟩
  simp [Finset.sum_range_succ']

/-- For distinct squared amplitudes, the weights extrapolate every polynomial of degree
below the number of samples exactly to zero field. -/
theorem sum_eval_mul_weight {N : ℕ} {s : Fin N → ℝ} (hs : Function.Injective s)
    (P : ℝ[X]) (hP : P.degree < N) :
    ∑ i, P.eval (s i) * zeroFieldWeight s i = P.eval 0 := by
  have h : P = Lagrange.interpolate Finset.univ s (fun i => P.eval (s i)) :=
    Lagrange.eq_interpolate hs.injOn (by simpa using hP)
  conv_rhs => rw [h, Lagrange.interpolate_apply, Polynomial.eval_finsetSum]
  refine Finset.sum_congr rfl fun i _ => ?_
  rw [eval_mul, eval_C, Lagrange.basis, eval_prod, zeroFieldWeight]
  congr 1
  -- each Lagrange factor at zero field is `s_j / (s_j - s_i)`
  refine Finset.prod_congr rfl fun j _ => ?_
  rw [Lagrange.basisDivisor, eval_mul, eval_C, eval_sub, eval_X, eval_C,
    ← neg_sub (s i) (s j), div_neg]
  ring

/-- For `N` distinct squared amplitudes, the weighted moment of order `k < N` is one for
`k = 0` and zero otherwise. -/
theorem moment_of_lt {N : ℕ} {s : Fin N → ℝ} (hs : Function.Injective s)
    {k : ℕ} (hk : k < N) :
    ∑ i, s i ^ k * zeroFieldWeight s i = 0 ^ k := by
  have hd : (X ^ k : ℝ[X]).degree < N := by
    rw [degree_X_pow]
    exact_mod_cast hk
  simpa only [eval_pow, eval_X] using sum_eval_mul_weight hs (X ^ k) hd

/-- For `N` distinct squared amplitudes, the weighted moment of order `N` is `(-1)^(N+1)` times the
product of the squared amplitudes, plus `0^N`. -/
theorem moment_card {N : ℕ} {s : Fin N → ℝ} (hs : Function.Injective s) :
    ∑ i, s i ^ N * zeroFieldWeight s i = 0 ^ N + (-1) ^ (N + 1) * ∏ i, s i := by
  -- subtracting the nodal polynomial lowers the degree and keeps the sampled values
  have hd : (X ^ N - Lagrange.nodal Finset.univ s : ℝ[X]).degree < N := by
    have h := Polynomial.degree_sub_lt_left (p := (X ^ N : ℝ[X])) (q := Lagrange.nodal Finset.univ s)
      (by rw [degree_X_pow, Lagrange.degree_nodal]; simp)
      (monic_X_pow N).ne_zero
      (by rw [(monic_X_pow N).leadingCoeff, Lagrange.nodal_monic.leadingCoeff])
    rwa [degree_X_pow] at h
  have hprod : ∏ i, (0 - s i) = (-1) ^ N * ∏ i, s i := by
    have h1 : ∀ i, 0 - s i = -1 * s i := fun i => by ring
    simp only [h1, Finset.prod_mul_distrib, Finset.prod_const, Finset.card_univ,
      Fintype.card_fin]
  calc ∑ i, s i ^ N * zeroFieldWeight s i
      = ∑ i, (X ^ N - Lagrange.nodal Finset.univ s : ℝ[X]).eval (s i)
          * zeroFieldWeight s i := by
        refine Finset.sum_congr rfl fun i _ => ?_
        rw [eval_sub, eval_pow, eval_X,
          Lagrange.eval_nodal_at_node (Finset.mem_univ i), sub_zero]
    _ = (X ^ N - Lagrange.nodal Finset.univ s : ℝ[X]).eval 0 :=
        sum_eval_mul_weight hs _ hd
    _ = 0 ^ N + (-1) ^ (N + 1) * ∏ i, s i := by
        rw [eval_sub, eval_pow, eval_X, Lagrange.eval_nodal, hprod, pow_succ (-1 : ℝ)]
        ring

/-- At nonzero squared amplitudes, the estimate applied to a response series of any length
`M` is the sum of its coefficients times the weighted moments. -/
theorem estimate_eq_moments {N : ℕ} {s : Fin N → ℝ} (h0 : ∀ i, s i ≠ 0)
    (M : ℕ) (c : ℕ → ℝ) :
    linearResponseEstimate s (fun i => energyShift M c (s i)) =
      ∑ k ∈ Finset.range M, c (k + 1) * ∑ i, s i ^ k * zeroFieldWeight s i := by
  simp only [linearResponseEstimate, energyShift, Finset.sum_div, Finset.sum_mul,
    Finset.mul_sum]
  rw [Finset.sum_comm]
  refine Finset.sum_congr rfl fun k _ => Finset.sum_congr rfl fun i _ => ?_
  have hi := h0 i
  rw [pow_succ, ← mul_assoc, mul_div_cancel_right₀ _ hi, mul_assoc]

/-- If the energy shift is a series of `N ≥ 1` terms in the squared amplitude, its values
at `N` distinct nonzero squared amplitudes give the linear-response coefficient exactly. -/
theorem linearResponse_exact {N : ℕ} (hN : 0 < N) {s : Fin N → ℝ}
    (hs : Function.Injective s) (h0 : ∀ i, s i ≠ 0) (c : ℕ → ℝ) :
    c 1 = ∑ i, energyShift N c (s i) / s i *
      ∏ j ∈ Finset.univ.erase i, s j / (s j - s i) := by
  change c 1 = linearResponseEstimate s (fun i => energyShift N c (s i))
  rw [estimate_eq_moments h0, Finset.sum_congr rfl fun k hk => by
    rw [moment_of_lt hs (Finset.mem_range.mp hk)]]
  obtain ⟨M, rfl⟩ : ∃ M, N = M + 1 := ⟨N - 1, by omega⟩
  simp [Finset.sum_range_succ']

/-- If the series has one term more than the `N` distinct nonzero squared amplitudes, the estimate
is `c₁` plus `(-1)^(N+1) c_{N+1}` times the product of the squared amplitudes. -/
theorem truncation_error {N : ℕ} {s : Fin N → ℝ}
    (hs : Function.Injective s) (h0 : ∀ i, s i ≠ 0) (c : ℕ → ℝ) :
    linearResponseEstimate s (fun i => energyShift (N + 1) c (s i)) =
      c 1 + (-1) ^ (N + 1) * c (N + 1) * ∏ i, s i := by
  have h1 : ∑ k ∈ Finset.range (N + 1), c (k + 1) * (0 : ℝ) ^ k = c 1 := by
    simp [Finset.sum_range_succ']
  rw [Finset.sum_range_succ] at h1
  rw [estimate_eq_moments h0, Finset.sum_range_succ, moment_card hs,
    Finset.sum_congr rfl fun k hk => by
      rw [moment_of_lt hs (Finset.mem_range.mp hk)]]
  linear_combination h1

/-- If the exact energy shift is a series of `N ≥ 1` terms and its values at `N` distinct nonzero
squared amplitudes are each known with an error of at most `ε`, the estimate differs from `c₁` by at
most `ε` times the sum of `|w_i / s_i|`. -/
theorem noise_bound {N : ℕ} (hN : 0 < N) {s : Fin N → ℝ}
    (hs : Function.Injective s) (h0 : ∀ i, s i ≠ 0) (c : ℕ → ℝ)
    {δ : Fin N → ℝ} {ε : ℝ} (hδ : ∀ i, |δ i| ≤ ε) :
    |linearResponseEstimate s (fun i => energyShift N c (s i) + δ i) - c 1| ≤
      ε * ∑ i, |zeroFieldWeight s i / s i| := by
  -- the estimate is linear in the data, so only the errors remain
  have h : linearResponseEstimate s (fun i => energyShift N c (s i) + δ i) =
      c 1 + ∑ i, δ i * (zeroFieldWeight s i / s i) := by
    rw [linearResponse_exact hN hs h0 c, ← Finset.sum_add_distrib]
    refine Finset.sum_congr rfl fun i _ => ?_
    change _ = energyShift N c (s i) / s i * zeroFieldWeight s i + _
    ring
  rw [h, add_sub_cancel_left, Finset.mul_sum]
  refine (Finset.abs_sum_le_sum_abs _ _).trans (Finset.sum_le_sum fun i _ => ?_)
  rw [abs_mul]
  exact mul_le_mul_of_nonneg_right (hδ i) (abs_nonneg _)

/-- For a shift with a linear and a quadratic term in the squared amplitude, two distinct
nonzero squared amplitudes `a` and `b` determine `c₁` by this formula. -/
theorem two_amplitudes (c : ℕ → ℝ) {a b : ℝ} (ha : a ≠ 0) (hb : b ≠ 0) (hab : a ≠ b) :
    c 1 = (b ^ 2 * energyShift 2 c a - a ^ 2 * energyShift 2 c b) /
      (a * b * (b - a)) := by
  rw [eq_div_iff (mul_ne_zero (mul_ne_zero ha hb) (sub_ne_zero.mpr hab.symm))]
  simp only [energyShift, Finset.sum_range_succ, Finset.sum_range_zero, zero_add]
  ring

end

end WeaklyInhomogeneousGas
```

```lean
#print axioms WeaklyInhomogeneousGas.linearResponse_exact
-- 'WeaklyInhomogeneousGas.linearResponse_exact' depends on axioms: [propext, Classical.choice, Quot.sound]
#print axioms WeaklyInhomogeneousGas.truncation_error
-- 'WeaklyInhomogeneousGas.truncation_error' depends on axioms: [propext, Classical.choice, Quot.sound]
#print axioms WeaklyInhomogeneousGas.noise_bound
-- 'WeaklyInhomogeneousGas.noise_bound' depends on axioms: [propext, Classical.choice, Quot.sound]
#print axioms WeaklyInhomogeneousGas.two_amplitudes
-- 'WeaklyInhomogeneousGas.two_amplitudes' depends on axioms: [propext, Classical.choice, Quot.sound]
```

## How the Lean statements map to the physics

`energyShift N c s` is the $N$-term series. The coefficients form a function `c : ℕ → ℝ`, of which only `c 1` to `c N` enter; `c 0` is never used, so the shift vanishes at zero field. The sampled squared amplitudes are `s : Fin N → ℝ`, numbered from $0$ to $N-1$. `zeroFieldWeight s i` is $w_i$, and `linearResponseEstimate s E` is the weighted sum for arbitrary energy data `E`, whether or not they come from a series.

The main theorem, `linearResponse_exact`, has three hypotheses:

- `0 < N` says that the series has at least one term. With no terms, the energies say nothing about `c 1`.
- `Function.Injective s` says that the squared amplitudes are distinct. A repeated value would leave fewer than $N$ independent equations for the $N$ coefficients.
- `∀ i, s i ≠ 0` excludes zero field, where the shift is zero whatever the coefficients are.

Real squared amplitudes are positive in an actual calculation, but the algebra needs only nonzero values.

The finite length of the series is an assumption about the response. The file contains no Hamiltonian, electron density or interaction, and it derives neither the expansion nor the relation between $c_1$ and $\chi(\mathbf q)$. `truncation_error` treats exactly one additional term. For a longer finite series, `estimate_eq_moments` still expresses the estimate through moments of the weights, but those of order above $N$ are left unevaluated.

In `noise_bound`, `ε` is a uniform bound on the absolute errors. It is not a standard deviation, and no independence or probability distribution is assumed. For Monte Carlo energies with known covariances, the coefficients $w_i/s_i$ can be used in ordinary linear error propagation. The theorems concern real numbers: rounding in the input energies can be included in $\delta_i$, whereas rounding in the weights and in the summation needs a separate estimate.

## How the lemmas fit together

`hasDerivAt_energyShift` differentiates the series term by term. Writing $N=M+1$ separates the linear term from the others, which vanish at zero field.

`sum_eval_mul_weight` carries out the extrapolation. Mathlib's `Lagrange.eq_interpolate` identifies a polynomial of degree below $N$ with its interpolant, and the remaining steps evaluate that interpolant at zero. The rewrite with `neg_sub` and `div_neg` is the change of sign that turns each Lagrange factor into $s_j/(s_j-s_i)$.

`moment_of_lt` applies this result to $x^k$. `moment_card` applies it to $x^N-\Omega(x)$, with `Lagrange.nodal` in the role of $\Omega$. There `Polynomial.degree_sub_lt_left` establishes the cancellation of the leading terms, and `Lagrange.eval_nodal_at_node` says that $\Omega$ vanishes at the samples.

`estimate_eq_moments` divides the series by $s_i$ and exchanges the sums with `Finset.sum_comm`. This is where the amplitudes must be nonzero. `linearResponse_exact` then inserts the low-order moments and keeps the one surviving term.

`truncation_error` splits off the last term of the longer series and uses `moment_card` for it. Its auxiliary equation `h1` collects the terms containing powers of zero into `c 1`, so the statement also holds for $N=0$.

`noise_bound` first uses the exact identity to remove the error-free part of the estimate. `Finset.abs_sum_le_sum_abs` supplies the triangle inequality, and each $|\delta_i|$ is then replaced by $\varepsilon$. `two_amplitudes` is proved directly: it clears the nonzero denominator, expands the two-term series and leaves a polynomial identity for `ring`.
